# Geometric extrapolation from three successive cardinal numbers removes less than three quarters of an inverse-cube basis-set error

Q: Cardinal numbers of basis sets are integers, and real energies follow no simple law. What have you put in their place?

A: A single formula, $a_x = E + A/x^3$, defined for real $x$. Here $E$ is the basis-set limit and $A$ sets the size of the error. The inverse cube stands for the slow leading error in the correlation energy that arises when products of orbitals describe the electron-electron cusp. Real $x$ lets me treat the bounds as polynomial inequalities and the limit as a matter of continuity; the main theorem returns to integers.

```lean
import Mathlib

open Filter Topology

namespace GeometricExtrapolation

noncomputable section

/-- The energy `E + A / x ^ 3` at cardinal number `x`, for `x ≠ 0`. -/
def energy (E A x : ℝ) : ℝ := E + A / x ^ 3
```

Q: So higher-order error terms and the Hartree–Fock energy are absent?

A: Yes. The law is assumed, not derived from a Hamiltonian, and it has one error term.

Q: What is being tested on it?

A: The estimate that fits a constant plus a geometric sequence to three successive values $a, b, c$ and takes the constant as the limit:

$$S = c - \frac{(c-b)^2}{c-2b+a}.$$

```lean
/-- The three-point geometric estimate of the limit from successive values `a`, `b`, `c`,
for a nonzero second difference `c - 2 * b + a`. -/
def geometricEstimate (a b c : ℝ) : ℝ := c - (c - b) ^ 2 / (c - 2 * b + a)
```

With the values taken at $x$, $x+1$, $x+2$, the recovered fraction is $r(x) = (a_{x+2}-S)/(a_{x+2}-E)$. It is 0 if extrapolation leaves the energy of the largest calculation unchanged and 1 if it reaches $E$.

```lean
/-- The part of the error at `x + 2` that the geometric estimate from `x`, `x + 1`, `x + 2`
removes, as a fraction of that error, for `A ≠ 0` and `x > 0`. -/
def recoveredFraction (E A x : ℝ) : ℝ :=
  (energy E A (x + 2) -
    geometricEstimate (energy E A x) (energy E A (x + 1)) (energy E A (x + 2))) /
  (energy E A (x + 2) - E)
```

Q: That is a quotient with another quotient inside. How do I know that neither denominator vanishes?

A: Work out the differences. Since $(x+2)^3-(x+1)^3 = 3x^2+9x+7$, which I call $P(x)$, the last step is

$$a_{x+2}-a_{x+1} = -\frac{A\,P(x)}{(x+1)^3(x+2)^3}.$$

```lean
/-- The energy gained in the last step, from `x + 1` to `x + 2`, in closed form for `x > 0`. -/
theorem first_difference (E A : ℝ) {x : ℝ} (hx : 0 < x) :
    energy E A (x + 2) - energy E A (x + 1) =
      -(A * (3 * x ^ 2 + 9 * x + 7)) / ((x + 1) ^ 3 * (x + 2) ^ 3) := by
  have h1 : x + 1 ≠ 0 := by positivity
  have h2 : x + 2 ≠ 0 := by positivity
  unfold energy
  field_simp
  ring
```

The step before it is $-A(3x^2+3x+1)/(x^3(x+1)^3)$. Subtracting it gives the second difference, with numerator

$$A\left[(3x^2+3x+1)(x+2)^3 - x^3P(x)\right] = 2A\,R(x),$$

where $R(x) = 6x^4+24x^3+33x^2+18x+4$, over the denominator $x^3(x+1)^3(x+2)^3$. For $x>0$ and $A\neq0$ this is nonzero, and so is $a_{x+2}-E = A/(x+2)^3$.

```lean
/-- The second difference of three successive energies in closed form for `x > 0`. -/
theorem second_difference (E A : ℝ) {x : ℝ} (hx : 0 < x) :
    energy E A (x + 2) - 2 * energy E A (x + 1) + energy E A x =
      A * (2 * (6 * x ^ 4 + 24 * x ^ 3 + 33 * x ^ 2 + 18 * x + 4)) /
        (x ^ 3 * (x + 1) ^ 3 * (x + 2) ^ 3) := by
  have h0 : x ≠ 0 := hx.ne'
  have h1 : x + 1 ≠ 0 := by positivity
  have h2 : x + 2 ≠ 0 := by positivity
  unfold energy
  field_simp
  ring
```

In both proofs `field_simp` clears the denominators and `ring` compares the polynomials.

Q: Does the fraction depend on the molecule, through $E$ and $A$?

A: No. Squaring the first difference and dividing by the second gives

$$a_{x+2}-S = \frac{A\,x^3P(x)^2}{2(x+1)^3(x+2)^3R(x)}.$$

Division by $A/(x+2)^3$ removes the last trace of $A$:

$$r(x) = \frac{x^3P(x)^2}{2(x+1)^3R(x)}.$$

```lean
/-- For `A ≠ 0` and `x > 0` the recovered fraction is a rational function of the cardinal
number alone. -/
theorem recoveredFraction_eq (E : ℝ) {A x : ℝ} (hA : A ≠ 0) (hx : 0 < x) :
    recoveredFraction E A x = x ^ 3 * (3 * x ^ 2 + 9 * x + 7) ^ 2 /
      (2 * (x + 1) ^ 3 * (6 * x ^ 4 + 24 * x ^ 3 + 33 * x ^ 2 + 18 * x + 4)) := by
  have h0 : x ≠ 0 := hx.ne'
  have h1 : x + 1 ≠ 0 := by positivity
  have h2 : x + 2 ≠ 0 := by positivity
  have hQ : 6 * x ^ 4 + 24 * x ^ 3 + 33 * x ^ 2 + 18 * x + 4 ≠ 0 := by positivity
  have hE : energy E A (x + 2) - E = A / (x + 2) ^ 3 := by
    unfold energy
    ring
  simp only [recoveredFraction, geometricEstimate, sub_sub_cancel]
  rw [second_difference E A hx, first_difference E A hx, hE]
  -- the two polynomials are kept as single symbols while fractions are cleared
  generalize 6 * x ^ 4 + 24 * x ^ 3 + 33 * x ^ 2 + 18 * x + 4 = q at hQ ⊢
  generalize 3 * x ^ 2 + 9 * x + 7 = p
  field_simp
```

The proof substitutes the two differences, then uses `generalize` to treat each polynomial as one symbol while fractions are cleared. The hypothesis `hA : A ≠ 0` says that there is an error to recover; with $A=0$ the fraction would be $0/0$.

Q: Where does $3/4$ come from as a bound?

A: Every factor of $r(x)$ is positive, so $r(x)>0$. For the upper bound, multiply $r(x)<3/4$ by the positive denominator and subtract:

$$\tfrac32(x+1)^3R(x) - x^3P(x)^2 = 9x^6+\tfrac{123}{2}x^5+\tfrac{333}{2}x^4+\tfrac{445}{2}x^3+\tfrac{297}{2}x^2+45x+6.$$

The seventh powers cancel, and every remaining coefficient is positive.

```lean
/-- For `A ≠ 0` and every real `x > 0` the recovered fraction lies strictly between
0 and 3/4. -/
theorem recoveredFraction_bounds (E : ℝ) {A x : ℝ} (hA : A ≠ 0) (hx : 0 < x) :
    0 < recoveredFraction E A x ∧ recoveredFraction E A x < 3 / 4 := by
  rw [recoveredFraction_eq E hA hx]
  refine ⟨by positivity, ?_⟩
  rw [div_lt_iff₀ (by positivity)]
  -- the difference of the two sides has only positive coefficients
  have h : 0 < 9 * x ^ 6 + 123 / 2 * x ^ 5 + 333 / 2 * x ^ 4 + 445 / 2 * x ^ 3
      + 297 / 2 * x ^ 2 + 45 * x + 6 := by positivity
  nlinarith [h]
```

The device that carries this argument is `positivity`. It reads an expression from the outside in: a sum or product of positive terms is positive, and for the variable it finds `hx : 0 < x` among the hypotheses. It does not weigh one term against a subtracted one, so the difference has to be written out with plus signs first. `div_lt_iff₀` clears the denominator, and `nlinarith` connects the expanded polynomial to the inequality.

Q: And the limit?

A: Put $h=1/x$ and divide numerator and denominator by $x^7$:

$$r = \frac{(3+9h+7h^2)^2}{2(1+h)^3(6+24h+33h^2+18h^3+4h^4)}.$$

This is continuous at $h=0$, where it equals $9/12=3/4$. The same number follows from replacing differences by derivatives at large $x$: $(3x^{-4})^2/(12x^{-5}\cdot x^{-3}) = 3/4$.

```lean
/-- For `A ≠ 0` the recovered fraction tends to 3/4 as the real cardinal number grows. -/
theorem recoveredFraction_tendsto (E : ℝ) {A : ℝ} (hA : A ≠ 0) :
    Tendsto (recoveredFraction E A) atTop (𝓝 (3 / 4)) := by
  -- in the variable h = 1/x the fraction is continuous at h = 0
  have hc : Tendsto (fun h : ℝ => (3 + 9 * h + 7 * h ^ 2) ^ 2 /
      (2 * (1 + h) ^ 3 * (6 + 24 * h + 33 * h ^ 2 + 18 * h ^ 3 + 4 * h ^ 4)))
      (𝓝 0) (𝓝 (3 / 4)) := by
    have h : ContinuousAt (fun h : ℝ => (3 + 9 * h + 7 * h ^ 2) ^ 2 /
        (2 * (1 + h) ^ 3 * (6 + 24 * h + 33 * h ^ 2 + 18 * h ^ 3 + 4 * h ^ 4))) 0 :=
      ContinuousAt.div (by fun_prop) (by fun_prop) (by norm_num)
    convert h.tendsto using 2
    norm_num
  refine (hc.comp tendsto_inv_atTop_zero).congr' ?_
  filter_upwards [eventually_gt_atTop (0 : ℝ)] with x hx
  have h0 : x ≠ 0 := hx.ne'
  have h1 : x + 1 ≠ 0 := by positivity
  have hQ : 6 * x ^ 4 + 24 * x ^ 3 + 33 * x ^ 2 + 18 * x + 4 ≠ 0 := by positivity
  have e1 : 3 + 9 * x⁻¹ + 7 * x⁻¹ ^ 2 = (3 * x ^ 2 + 9 * x + 7) / x ^ 2 := by
    field_simp
  have e2 : 1 + x⁻¹ = (x + 1) / x := by
    field_simp
  have e3 : 6 + 24 * x⁻¹ + 33 * x⁻¹ ^ 2 + 18 * x⁻¹ ^ 3 + 4 * x⁻¹ ^ 4 =
      (6 * x ^ 4 + 24 * x ^ 3 + 33 * x ^ 2 + 18 * x + 4) / x ^ 4 := by
    field_simp
  rw [recoveredFraction_eq E hA hx]
  simp only [Function.comp_apply]
  rw [e1, e2, e3]
  generalize 6 * x ^ 4 + 24 * x ^ 3 + 33 * x ^ 2 + 18 * x + 4 = q at hQ ⊢
  generalize 3 * x ^ 2 + 9 * x + 7 = p
  field_simp
```

In Lean, `hc` is the continuity statement, `tendsto_inv_atTop_zero` says that $1/x\to0$, and `congr'` allows the two forms of the fraction to be identified only for $x>0$. The equations `e1`, `e2` and `e3` carry out that identification.

Q: Now give me the integers back.

A: Here `X : ℕ` is read as a real number inside `recoveredFraction`. The first part gives both strict bounds for every $X\ge1$; the second, with `atTop` and `𝓝 (3 / 4)`, says that the fraction tends to $3/4$ as $X$ grows.

```lean
/-- For inverse-cube convergence with `A ≠ 0`, the fraction of the error recovered by the
geometric estimate lies strictly between 0 and 3/4 at every integer `X ≥ 1`, and it tends
to 3/4 as `X` grows. -/
theorem geometric_estimate_recovers_three_quarters (E : ℝ) {A : ℝ} (hA : A ≠ 0) :
    (∀ X : ℕ, 1 ≤ X →
      0 < recoveredFraction E A X ∧ recoveredFraction E A X < 3 / 4) ∧
    Tendsto (fun X : ℕ => recoveredFraction E A X) atTop (𝓝 (3 / 4)) := by
  refine ⟨fun X hX => recoveredFraction_bounds E hA ?_,
    (recoveredFraction_tendsto E hA).comp tendsto_natCast_atTop_atTop⟩
  exact_mod_cast hX
```

The proof applies the two real-variable results at integer points. In the smallest case, $X=1$, we have $P(1)=19$ and $R(1)=85$, so $r(1)=361/1360\approx0.27$. The estimate then removes only about a quarter of the error. For double-, triple- and quadruple-zeta sets, $X=2$, the model gives $r(2)=1369/3105\approx0.44$, still well below the limit $3/4$.

Q: Is the extrapolated energy at least better than the largest calculation?

A: Within this one-term model, yes. From the definition of $r$,

$$S-E = (1-r(x))(a_{x+2}-E),$$

and $1/4<1-r(x)<1$. More than a quarter of the error therefore remains, which matters when correlation energies with inverse-cube convergence are extrapolated as if they converged geometrically.

```lean
/-- For `A ≠ 0` and `x > 0` the geometric estimate is closer to `E` than the energy at
`x + 2`, but its error is more than a quarter of the error of that energy. -/
theorem remaining_error (E : ℝ) {A x : ℝ} (hA : A ≠ 0) (hx : 0 < x) :
    |energy E A (x + 2) - E| / 4 <
      |geometricEstimate (energy E A x) (energy E A (x + 1)) (energy E A (x + 2)) - E| ∧
    |geometricEstimate (energy E A x) (energy E A (x + 1)) (energy E A (x + 2)) - E| <
      |energy E A (x + 2) - E| := by
  obtain ⟨hpos, hlt⟩ := recoveredFraction_bounds E hA hx
  have hne : energy E A (x + 2) - E ≠ 0 := by
    have h2 : x + 2 ≠ 0 := by positivity
    have hE : energy E A (x + 2) - E = A / (x + 2) ^ 3 := by
      unfold energy
      ring
    rw [hE]
    exact div_ne_zero hA (pow_ne_zero 3 h2)
  have h1 : recoveredFraction E A x * (energy E A (x + 2) - E) = energy E A (x + 2) -
      geometricEstimate (energy E A x) (energy E A (x + 1)) (energy E A (x + 2)) :=
    div_mul_cancel₀ _ hne
  -- the error left over is the unrecovered fraction of the old error
  have h : geometricEstimate (energy E A x) (energy E A (x + 1)) (energy E A (x + 2)) - E =
      (1 - recoveredFraction E A x) * (energy E A (x + 2) - E) := by
    linear_combination h1
  have habs := abs_pos.mpr hne
  rw [h, abs_mul, abs_of_pos (by linarith : 0 < 1 - recoveredFraction E A x)]
  constructor
  · nlinarith [mul_pos (sub_pos.mpr hlt) habs]
  · nlinarith [mul_pos hpos habs]
```

The proof establishes this identity, takes absolute values and inserts the two bounds.

Q: Perhaps the estimate is simply a poor one.

A: It is exact for the convergence it assumes. For values $E+Aq^n$, $E+Aq^{n+1}$, $E+Aq^{n+2}$ with $A\neq0$ and $q\neq0,1$, the second difference is $Aq^n(q-1)^2\neq0$. The squared last step is $A^2q^{2n+2}(q-1)^2$, their quotient is $Aq^{n+2}$, and subtracting it from the last value leaves $E$. The values converge to $E$ when $|q|<1$; the algebra does not need that condition.

```lean
/-- For geometric convergence `E + A * q ^ n` with `A ≠ 0`, `q ≠ 0` and `q ≠ 1`, the second
difference is nonzero and the geometric estimate equals `E`. -/
theorem geometric_convergence_exact (E : ℝ) {A q : ℝ} (hA : A ≠ 0) (hq : q ≠ 0)
    (hq1 : q ≠ 1) (n : ℕ) :
    (E + A * q ^ (n + 2)) - 2 * (E + A * q ^ (n + 1)) + (E + A * q ^ n) ≠ 0 ∧
    geometricEstimate (E + A * q ^ n) (E + A * q ^ (n + 1)) (E + A * q ^ (n + 2)) = E := by
  have hD : (E + A * q ^ (n + 2)) - 2 * (E + A * q ^ (n + 1)) + (E + A * q ^ n) =
      A * q ^ n * (q - 1) ^ 2 := by ring
  have hne : A * q ^ n * (q - 1) ^ 2 ≠ 0 :=
    mul_ne_zero (mul_ne_zero hA (pow_ne_zero n hq)) (pow_ne_zero 2 (sub_ne_zero.mpr hq1))
  refine ⟨by rw [hD]; exact hne, ?_⟩
  have h : ((E + A * q ^ (n + 2)) - (E + A * q ^ (n + 1))) ^ 2 /
      (A * q ^ n * (q - 1) ^ 2) = A * q ^ (n + 2) := by
    rw [div_eq_iff hne]
    ring
  rw [geometricEstimate, hD, h]
  ring
```

Lean proves the second difference as `hD`, its nonvanishing as `hne` and the quotient as `h`.

Q: Then what suits the inverse cube?

A: Two energies are enough if the exponent is known. For $0<x<y$, $y^3a_y = y^3E+A$ and $x^3a_x = x^3E+A$. Subtraction removes $A$, and division by $y^3-x^3>0$ gives $E$.

```lean
/-- The two-point inverse-cube formula gives `E` exactly from the energies at cardinal
numbers `0 < x < y`. -/
theorem two_point_exact (E A : ℝ) {x y : ℝ} (hx : 0 < x) (hxy : x < y) :
    (y ^ 3 * energy E A y - x ^ 3 * energy E A x) / (y ^ 3 - x ^ 3) = E := by
  have hy : 0 < y := hx.trans hxy
  have hd : y ^ 3 - x ^ 3 ≠ 0 := by
    have h : 0 < (y - x) * (y ^ 2 + y * x + x ^ 2) :=
      mul_pos (sub_pos.mpr hxy) (by positivity)
    have h' : y ^ 3 - x ^ 3 = (y - x) * (y ^ 2 + y * x + x ^ 2) := by ring
    rw [h']
    exact h.ne'
  have ex : x ^ 3 * energy E A x = x ^ 3 * E + A := by
    rw [energy, mul_add, mul_div_cancel₀ A (pow_ne_zero 3 hx.ne')]
  have ey : y ^ 3 * energy E A y = y ^ 3 * E + A := by
    rw [energy, mul_add, mul_div_cancel₀ A (pow_ne_zero 3 hy.ne')]
  rw [ex, ey, div_eq_iff hd]
  ring

end

end GeometricExtrapolation
```

The proof factors $y^3-x^3$ to show that it is nonzero; `ex` and `ey` are the two multiplied energies.

```lean
#print axioms GeometricExtrapolation.geometric_estimate_recovers_three_quarters
#print axioms GeometricExtrapolation.remaining_error
#print axioms GeometricExtrapolation.geometric_convergence_exact
#print axioms GeometricExtrapolation.two_point_exact
```

```
'GeometricExtrapolation.geometric_estimate_recovers_three_quarters' depends on axioms: [propext, Classical.choice, Quot.sound]
'GeometricExtrapolation.remaining_error' depends on axioms: [propext, Classical.choice, Quot.sound]
'GeometricExtrapolation.geometric_convergence_exact' depends on axioms: [propext, Classical.choice, Quot.sound]
'GeometricExtrapolation.two_point_exact' depends on axioms: [propext, Classical.choice, Quot.sound]
```
